# The angle between two quantum states is at most the quantum-metric length of a continuously differentiable unit-norm path joining them

## Overlaps between neighbouring cell-periodic states

The Berry phase of a single isolated band can be computed on a mesh of wavevectors, from the product of the overlaps of neighbouring cell-periodic states. Each overlap must be nonzero, or its phase is undefined. How far can a state turn between two mesh points, given how fast it changes along the way?

Let $u(t)$ be a path of unit vectors in a complex inner-product space, with $\langle\cdot,\cdot\rangle$ linear in its second argument. Part of the velocity $u'$ may only change the phase of $u$. The quantum metric discards the component of $u'$ along $u$ and measures the rest. For a unit vector $\psi$ and a velocity $v$, the speed is

$$\sigma(\psi,v)=\sqrt{\|v\|^2-|\langle\psi,v\rangle|^2}.$$

The angle between unit states is $\theta(\varphi,\psi)=\arccos|\langle\varphi,\psi\rangle|$. It is $0$ for states equal up to a phase and $\pi/2$ for orthogonal states.

## The bound and its conditions

For $a\le b$,

$$\theta(u(a),u(b))\le\int_a^b\sigma(u(t),u'(t))\,dt .$$

In the Lean file, `metricSpeed` is $\sigma$, `stateAngle` is $\theta$, and `pathLength u a b` is the integral, with `deriv u t` for $u'(t)$. The theorem is `geodesic_bound`; the interval $[0,1]$ is the case $a=0$, $b=1$.

The type `E` is any complex inner-product space, of finite or infinite dimension. It includes $\mathbb C^n$ with its usual Hermitian product. The hypothesis `ContDiff ℝ 1 u` says that $u$ is continuously differentiable, and `hn` that it has unit norm. Both are required on the whole real line, so a path given only on $[a,b]$ must first be extended.

The definitions fix the normalisation of the metric: there is no factor of 4 in $\sigma^2$, and angles are half those on the Bloch sphere. The theorem bounds lengths from below; it does not construct a shortest path.

For one isolated band of a non-interacting crystal, followed along a line of wavevectors with a continuously differentiable choice of cell-periodic states of unit norm, a length $L<\pi/2$ between mesh points thus guarantees an overlap of modulus at least $\cos L>0$.

## Speed as the norm of an orthogonal part

Let $\|\psi\|=1$ and $v_\perp=v-\langle\psi,v\rangle\psi$. Then

$$\|v_\perp\|^2=\|v\|^2-2|\langle\psi,v\rangle|^2+|\langle\psi,v\rangle|^2=\sigma(\psi,v)^2 .$$

With $\varphi_\perp=\varphi-\langle\psi,\varphi\rangle\psi$, expanding the product gives

$$\langle\varphi_\perp,v_\perp\rangle=\langle\varphi,v\rangle-\langle\varphi,\psi\rangle\langle\psi,v\rangle,$$

and the Cauchy-Schwarz inequality bounds its modulus by $\sigma(\psi,\varphi)\,\sigma(\psi,v)$.

## How fast the overlap can change

Fix a unit vector $\varphi$ and put $c(t)=\langle\varphi,u(t)\rangle$. The modulus $|c|$ may fail to be differentiable where $c=0$, so we use $h=2|c|^2-1$, the cosine of twice the angle to $\varphi$.

Differentiating $\langle u,u\rangle=1$ gives $2\,\mathrm{Re}\langle u,u'\rangle=0$. Hence $\alpha=\langle u,u'\rangle$ is imaginary and $\mathrm{Re}(\bar c\,c\,\alpha)=|c|^2\,\mathrm{Re}\,\alpha=0$. We may therefore subtract $c\alpha$ from $c'=\langle\varphi,u'\rangle$ at no cost:

$$h'=4\,\mathrm{Re}(\bar c\,c')=4\,\mathrm{Re}\big(\bar c\,(c'-c\alpha)\big).$$

The previous inequality, with $\psi=u$ and $v=u'$, bounds $|c'-c\alpha|$ by $\sigma(u,\varphi)\,\sigma(u,u')$, where $\sigma(u,\varphi)=\sqrt{1-|c|^2}$. Since $1-h^2=4|c|^2(1-|c|^2)$,

$$|h'|\le4|c|\sqrt{1-|c|^2}\;\sigma(u,u')=2\sigma(u,u')\sqrt{1-h^2}.$$

## Integrating past the singularity of the arccosine

Write $k=2\sigma(u,u')$. Where $|h|<1$, the derivative of $\arccos h$ is $-h'/\sqrt{1-h^2}\le k$. But the choice $\varphi=u(a)$ that we need starts at $h(a)=1$, where the arccosine is not differentiable. For $0<r<1$ the function $\arccos(rh)$ has no such problem:

$$\frac{d}{dt}\arccos(rh)=\frac{-r h'}{\sqrt{1-r^2h^2}}\le k\,\frac{r\sqrt{1-h^2}}{\sqrt{1-r^2h^2}}\le k .$$

Integrating and letting $r\to1$, with the arccosine continuous, gives

$$\arccos h(b)-\arccos h(a)\le\int_a^b k\,dt .$$

For $0\le x\le1$ we have $\arccos(2x^2-1)=2\arccos x$. Dividing by two,

$$\theta(\varphi,u(b))-\theta(\varphi,u(a))\le\int_a^b\sigma(u,u')\,dt .$$

Taking $\varphi=u(a)$ makes the second angle zero and proves the bound.

## One-dimensional state space

In $\mathbb C^1$ every unit vector is a phase, so $u(t)=e^{i\chi(t)}$ for a real function $\chi$. Then $\|u'\|=|\langle u,u'\rangle|=|\chi'|$ and the speed vanishes. Every overlap has modulus one, and the bound reads $0\le0$.

## The derivation in Lean

```lean
import Mathlib

open scoped InnerProductSpace

namespace QuantumMetricGeodesicBound

noncomputable section

variable {E : Type*} [NormedAddCommGroup E] [InnerProductSpace ℂ E]

/-- The quantum-metric speed of a unit state `ψ` that moves with velocity `v`. -/
def metricSpeed (ψ v : E) : ℝ := √(‖v‖ ^ 2 - ‖⟪ψ, v⟫_ℂ‖ ^ 2)

/-- For `a ≤ b`, the quantum-metric length of a continuously differentiable path `u` of unit states
between the parameters `a` and `b`. -/
def pathLength (u : ℝ → E) (a b : ℝ) : ℝ :=
  ∫ t in a..b, metricSpeed (u t) (deriv u t)

/-- The angle between two unit states, the arccosine of the modulus of their overlap. -/
def stateAngle (φ ψ : E) : ℝ := Real.arccos ‖⟪φ, ψ⟫_ℂ‖

/-- For a unit state, the metric speed is the norm of the part of the velocity that is
orthogonal to the state. -/
theorem metricSpeed_eq_norm {ψ : E} (hψ : ‖ψ‖ = 1) (v : E) :
    metricSpeed ψ v = ‖v - ⟪ψ, v⟫_ℂ • ψ‖ := by
  have hre : RCLike.re ⟪v, ⟪ψ, v⟫_ℂ • ψ⟫_ℂ = ‖⟪ψ, v⟫_ℂ‖ ^ 2 := by
    rw [inner_smul_right, ← inner_conj_symm v ψ, Complex.mul_conj,
      Complex.normSq_eq_norm_sq]
    exact Complex.ofReal_re _
  have h : ‖v‖ ^ 2 - ‖⟪ψ, v⟫_ℂ‖ ^ 2 = ‖v - ⟪ψ, v⟫_ℂ • ψ‖ ^ 2 := by
    rw [@norm_sub_sq ℂ, hre, norm_smul, hψ]
    ring
  rw [metricSpeed, h, Real.sqrt_sq (norm_nonneg _)]

/-- Cauchy-Schwarz inequality for the parts of `φ` and `v` orthogonal to a unit state `ψ`. -/
theorem norm_inner_sub_le {ψ : E} (hψ : ‖ψ‖ = 1) (φ v : E) :
    ‖⟪φ, v⟫_ℂ - ⟪φ, ψ⟫_ℂ * ⟪ψ, v⟫_ℂ‖ ≤ metricSpeed ψ φ * metricSpeed ψ v := by
  have h1 : ⟪ψ, ψ⟫_ℂ = 1 := by
    rw [inner_self_eq_norm_sq_to_K, hψ]; simp
  have h : ⟪φ, v⟫_ℂ - ⟪φ, ψ⟫_ℂ * ⟪ψ, v⟫_ℂ
      = ⟪φ - ⟪ψ, φ⟫_ℂ • ψ, v - ⟪ψ, v⟫_ℂ • ψ⟫_ℂ := by
    simp only [inner_sub_left, inner_sub_right, inner_smul_left, inner_smul_right, h1]
    ring
  rw [h, metricSpeed_eq_norm hψ, metricSpeed_eq_norm hψ]
  exact norm_inner_le_norm _ _

/-- If `h` stays in `[-1, 1]` and changes at a rate of at most `k √(1 - h²)`, with `k`
continuous and nonnegative, then `arccos h` grows by at most the integral of `k`. -/
theorem arccos_sub_le_integral {h h' k : ℝ → ℝ} {a b : ℝ} (hab : a ≤ b)
    (hd : ∀ t, HasDerivAt h (h' t) t) (hk : Continuous k) (hk0 : ∀ t, 0 ≤ k t)
    (h1 : ∀ t, |h t| ≤ 1) (hb : ∀ t, |h' t| ≤ k t * √(1 - h t ^ 2)) :
    Real.arccos (h b) - Real.arccos (h a) ≤ ∫ t in a..b, k t := by
  -- shrink `h` by a factor `r < 1`, which keeps the arccosine differentiable
  have key : ∀ r : ℝ, 0 < r → r < 1 →
      Real.arccos (r * h b) - Real.arccos (r * h a) ≤ ∫ t in a..b, k t := by
    intro r hr0 hr1
    have hr2 : r ^ 2 < 1 := by nlinarith
    have hh : ∀ t, h t ^ 2 ≤ 1 := fun t => (sq_le_one_iff_abs_le_one _).2 (h1 t)
    have hx : ∀ t, (r * h t) ^ 2 < 1 := fun t => by
      nlinarith [mul_le_mul_of_nonneg_left (hh t) (sq_nonneg r)]
    have hD : ∀ t, HasDerivAt (fun s => (∫ x in a..s, k x) - Real.arccos (r * h s))
        (k t - (-(1 / √(1 - (r * h t) ^ 2)) * (r * h' t))) t := by
      intro t
      have hA : HasDerivAt (fun s => Real.arccos (r * h s))
          (-(1 / √(1 - (r * h t) ^ 2)) * (r * h' t)) t :=
        (Real.hasDerivAt_arccos (fun e => by have := hx t; rw [e] at this; norm_num at this)
          (fun e => by have := hx t; rw [e] at this; norm_num at this)).comp t
          ((hd t).const_mul r)
      exact (hk.integral_hasStrictDerivAt a t).hasDerivAt.fun_sub hA
    have hnn : ∀ t, 0 ≤ k t - (-(1 / √(1 - (r * h t) ^ 2)) * (r * h' t)) := by
      intro t
      have hS : 0 < √(1 - (r * h t) ^ 2) := Real.sqrt_pos.2 (by linarith [hx t])
      have hle : √(1 - h t ^ 2) ≤ √(1 - (r * h t) ^ 2) :=
        Real.sqrt_le_sqrt (by nlinarith [mul_nonneg (sub_nonneg.2 hr2.le) (sq_nonneg (h t))])
      have h2 : |h' t| ≤ k t * √(1 - (r * h t) ^ 2) :=
        (hb t).trans (mul_le_mul_of_nonneg_left hle (hk0 t))
      have h3 : 0 ≤ k t * √(1 - (r * h t) ^ 2) + r * h' t := by
        nlinarith [neg_abs_le (h' t), abs_nonneg (h' t),
          mul_le_mul_of_nonneg_left (neg_abs_le (h' t)) hr0.le]
      have hi := mul_one_div_cancel hS.ne'
      have h4 := mul_nonneg (one_div_pos.2 hS).le h3
      linear_combination h4 + k t * hi
    have hm := monotone_of_deriv_nonneg (fun t => (hD t).differentiableAt)
      (fun t => by rw [(hD t).deriv]; exact hnn t) hab
    simp only [intervalIntegral.integral_same] at hm
    linarith
  -- let `r` tend to one
  have hc : Continuous fun r : ℝ => Real.arccos (r * h b) - Real.arccos (r * h a) :=
    (Real.continuous_arccos.comp (continuous_id.mul continuous_const)).sub
      (Real.continuous_arccos.comp (continuous_id.mul continuous_const))
  have ht := (hc.tendsto 1).mono_left (nhdsWithin_le_nhds (s := Set.Iio 1))
  simp only [one_mul] at ht
  refine le_of_tendsto ht ?_
  filter_upwards [Ioo_mem_nhdsLT (zero_lt_one (α := ℝ))] with r hr
  exact key r hr.1 hr.2

/-- Along a continuously differentiable path of unit states, the angle to a fixed unit
state `φ` grows by at most the quantum-metric length of the path. -/
theorem stateAngle_sub_le_pathLength {u : ℝ → E} (hu : ContDiff ℝ 1 u)
    (hn : ∀ t, ‖u t‖ = 1) {φ : E} (hφ : ‖φ‖ = 1) {a b : ℝ} (hab : a ≤ b) :
    stateAngle φ (u b) - stateAngle φ (u a) ≤ pathLength u a b := by
  obtain ⟨hdiff, hcont⟩ := contDiff_one_iff_deriv.1 hu
  have hd : ∀ t, HasDerivAt u (deriv u t) t := fun t => (hdiff t).hasDerivAt
  have hc1 : ∀ t, ‖⟪φ, u t⟫_ℂ‖ ≤ 1 := fun t => by
    simpa [hφ, hn t] using norm_inner_le_norm (𝕜 := ℂ) φ (u t)
  -- conservation of the norm makes `⟪u, u'⟫` imaginary
  have him : ∀ t, (⟪u t, deriv u t⟫_ℂ).re = 0 := by
    intro t
    have h1 : (fun s => ⟪u s, u s⟫_ℂ) = fun _ => (1 : ℂ) := by
      funext s
      rw [inner_self_eq_norm_sq_to_K, hn s]; simp
    have h2 := (hd t).inner ℂ (hd t)
    rw [h1] at h2
    have h3 := congrArg Complex.re (h2.unique (hasDerivAt_const t (1 : ℂ)))
    rw [← inner_conj_symm (deriv u t) (u t), Complex.add_re, Complex.conj_re,
      Complex.zero_re] at h3
    linarith
  have aux : ∀ c α : ℂ, α.re = 0 → ⟪c, c * α⟫_ℝ = 0 := by
    intro c α hα
    rw [Complex.inner]
    simp only [Complex.mul_re, Complex.mul_im, Complex.conj_re, Complex.conj_im, hα]
    ring
  have hder : ∀ t, HasDerivAt (fun s => 2 * ‖⟪φ, u s⟫_ℂ‖ ^ 2 - 1)
      (2 * (2 * ⟪⟪φ, u t⟫_ℂ, ⟪φ, deriv u t⟫_ℂ⟫_ℝ)) t := by
    intro t
    have hc : HasDerivAt (fun s => ⟪φ, u s⟫_ℂ) ⟪φ, deriv u t⟫_ℂ t :=
      ((hasDerivAt_const t φ).inner ℂ (hd t)).congr_deriv (by simp)
    exact (hc.norm_sq.const_mul 2).sub_const 1
  have hspeed : Continuous fun t => metricSpeed (u t) (deriv u t) :=
    ((hcont.norm.pow 2).sub ((hu.continuous.inner hcont).norm.pow 2)).sqrt
  have hmain := arccos_sub_le_integral hab hder (hspeed.const_mul 2)
    (fun t => mul_nonneg zero_le_two (Real.sqrt_nonneg _))
    (fun t => abs_le.2 ⟨by nlinarith [sq_nonneg ‖⟪φ, u t⟫_ℂ‖],
      by nlinarith [hc1 t, norm_nonneg ⟪φ, u t⟫_ℂ]⟩)
    (fun t => by
      have h1 := norm_inner_sub_le (hn t) φ (deriv u t)
      have h2 := abs_real_inner_le_norm ⟪φ, u t⟫_ℂ
        (⟪φ, deriv u t⟫_ℂ - ⟪φ, u t⟫_ℂ * ⟪u t, deriv u t⟫_ℂ)
      rw [inner_sub_right, aux _ _ (him t), sub_zero] at h2
      have h3 : √(1 - (2 * ‖⟪φ, u t⟫_ℂ‖ ^ 2 - 1) ^ 2)
          = 2 * ‖⟪φ, u t⟫_ℂ‖ * metricSpeed (u t) φ := by
        rw [metricSpeed, hφ, norm_inner_symm (u t) φ,
          show 1 - (2 * ‖⟪φ, u t⟫_ℂ‖ ^ 2 - 1) ^ 2
            = (2 * ‖⟪φ, u t⟫_ℂ‖) ^ 2 * (1 ^ 2 - ‖⟪φ, u t⟫_ℂ‖ ^ 2) by ring,
          Real.sqrt_mul (sq_nonneg _), Real.sqrt_sq (by positivity)]
      have h4 := h2.trans (mul_le_mul_of_nonneg_left h1 (norm_nonneg _))
      rw [h3, abs_mul, abs_mul, abs_two]
      linarith)
  -- double-angle formula for the arccosine
  have hdouble : ∀ x : ℝ, 0 ≤ x → x ≤ 1 →
      Real.arccos (2 * x ^ 2 - 1) = 2 * Real.arccos x := by
    intro x h0 h1
    have h2 := Real.arccos_le_pi_div_two.2 h0
    rw [← Real.arccos_cos (x := 2 * Real.arccos x)
      (by linarith [Real.arccos_nonneg x]) (by linarith), Real.cos_two_mul,
      Real.cos_arccos (by linarith) h1]
  rw [hdouble _ (norm_nonneg _) (hc1 b), hdouble _ (norm_nonneg _) (hc1 a),
    intervalIntegral.integral_const_mul] at hmain
  unfold stateAngle pathLength
  linarith

/-- Geodesic bound: the angle between the end states of a continuously differentiable path
of unit states is at most the quantum-metric length of the path. -/
theorem geodesic_bound {u : ℝ → E} (hu : ContDiff ℝ 1 u) (hn : ∀ t, ‖u t‖ = 1)
    {a b : ℝ} (hab : a ≤ b) : stateAngle (u a) (u b) ≤ pathLength u a b := by
  have h := stateAngle_sub_le_pathLength hu hn (hn a) hab
  have h0 : stateAngle (u a) (u a) = 0 := by
    rw [stateAngle, inner_self_eq_norm_sq_to_K, hn a]; simp
  linarith

end

end QuantumMetricGeodesicBound
```

```lean
#print axioms QuantumMetricGeodesicBound.stateAngle_sub_le_pathLength
-- 'QuantumMetricGeodesicBound.stateAngle_sub_le_pathLength' depends on axioms: [propext, Classical.choice, Quot.sound]
#print axioms QuantumMetricGeodesicBound.geodesic_bound
-- 'QuantumMetricGeodesicBound.geodesic_bound' depends on axioms: [propext, Classical.choice, Quot.sound]
```

## From orthogonal parts to the geodesic bound

`metricSpeed_eq_norm` identifies the speed with $\|v_\perp\|$ by expanding the squared norm. `norm_inner_sub_le` rewrites the difference of products as $\langle\varphi_\perp,v_\perp\rangle$ and applies `norm_inner_le_norm`, the Cauchy-Schwarz inequality.

`arccos_sub_le_integral` is a statement about real functions only. For fixed $r$, it considers

$$F(s)=\int_a^s k\,dx-\arccos(r\,h(s)).$$

`hD` computes $F'$, `hnn` shows that it is nonnegative, and `monotone_of_deriv_nonneg` yields $F(a)\le F(b)$. The limit $r\to1$ from below is taken by `le_of_tendsto`.

`stateAngle_sub_le_pathLength` supplies the quantum input:

- `him` proves that $\langle u,u'\rangle$ has zero real part, and `aux` that the subtracted term contributes nothing. The real inner product of two complex numbers $c,d$ is $\mathrm{Re}(\bar c\,d)$.
- `hder` is the formula for $h'$.
- `hmain` applies the comparison lemma with $k=2\sigma(u,u')$; its last argument is the estimate of $|h'|$, where `h3` evaluates $\sqrt{1-h^2}$.
- `hdouble` is the double-angle identity, which turns the result into a bound on $\theta$.

Finally, `geodesic_bound` sets $\varphi=u(a)$ and uses `h0`, the vanishing angle of a unit state with itself.
